# The lowest Ritz value of a bounded operator converges to the infimum of the Rayleigh quotient for increasing trial spaces with dense union

Suppose every function in a basis is odd under a reflection that commutes with the Hamiltonian, while the ground state is even and separated by an energy gap from all odd states above it. Adding functions never raises the variational energy, and the energy levels off, but it levels off too high. A decreasing sequence that is bounded below always has a limit, so a flat convergence curve does not show that the limit is the right one.

For a bounded operator $T$, the limit is right if the trial spaces are nonzero, increase, and together come arbitrarily close in norm to every vector. This applies to bounded model Hamiltonians, such as that of one particle hopping with constant amplitude between neighbouring sites of an infinite chain. Molecular Hamiltonians with their kinetic energy are unbounded and are not covered: for them two vectors can be close in norm and far apart in energy.

## Energies, trial spaces and their infima

Let $E$ be a complex inner-product space, of finite or infinite dimension and not necessarily complete. The inner product $\langle x,y\rangle$ is linear in its second argument, as in Dirac notation.

```lean
import Mathlib

open Filter Topology
open scoped InnerProductSpace

namespace RitzBasisEnlargement

noncomputable section

variable {E : Type*} [NormedAddCommGroup E] [InnerProductSpace ℂ E]
```

For a vector $x\neq0$, which need not be normalised, the Rayleigh quotient is

$$R(x)=\frac{\operatorname{Re}\langle x,Tx\rangle}{\|x\|^2}.$$

For a unit vector this is $\operatorname{Re}\langle x,Tx\rangle$.

```lean
/-- The Rayleigh quotient: the real part of `⟨x, T x⟩` divided by `‖x‖²`. -/
def rayleigh (T : E →L[ℂ] E) (x : E) : ℝ := (⟪x, T x⟫_ℂ).re / ‖x‖ ^ 2
```

The type `E →L[ℂ] E` contains the continuous linear maps, which are the bounded operators. Symmetry is not part of the type, and it appears as a hypothesis only where it is used.

In this text the Ritz value of a trial space $U$ always means the lowest one. For symmetric $T$ and a nonzero finite-dimensional $U$ it is the lowest eigenvalue of $T$ projected onto $U$. In general it is defined as

$$\rho(U)=\inf\{R(x): x\in U,\ x\neq0\}.$$

```lean
/-- The Ritz value of a trial space `U`: the infimum of the Rayleigh quotient over the
nonzero vectors of `U`. -/
def ritzValue (T : E →L[ℂ] E) (U : Submodule ℂ E) : ℝ :=
  sInf (rayleigh T '' {x | x ∈ U ∧ x ≠ 0})
```

`Submodule ℂ E` is the type of linear subspaces. The whole space is written `⊤`, so `ritzValue T ⊤` is $\rho(E)$, the target of the convergence. It is an infimum and need not be attained by any vector. The zero subspace `⊥` has no nonzero vectors and hence no meaningful Ritz value, which is why the theorems below require nonzero trial spaces.

One way to build increasing trial spaces is to take the spans of the first members of a list $b_0,b_1,\dots$ of basis functions:

$$V_n=\operatorname{span}\{b_0,\dots,b_n\}.$$

```lean
/-- The trial space spanned by the basis functions `b 0, ..., b n`. -/
def trialSpace (b : ℕ → E) (n : ℕ) : Submodule ℂ E := Submodule.span ℂ (b '' Set.Iic n)
```

The index starts at zero, so $V_n$ is built from $n+1$ functions. They need not be orthogonal or linearly independent.

## The real part loses nothing for a symmetric operator

If $\langle Tx,y\rangle=\langle x,Ty\rangle$ for all $x,y$, then

$$\overline{\langle x,Tx\rangle}=\langle Tx,x\rangle=\langle x,Tx\rangle,$$

so the expectation value is real and $R(x)=\langle x,Tx\rangle/\|x\|^2$.

```lean
/-- For a symmetric operator the Rayleigh quotient is the full complex expectation value
divided by the squared norm. -/
theorem rayleigh_eq_expectation (T : E →L[ℂ] E)
    (hT : ∀ x y, ⟪T x, y⟫_ℂ = ⟪x, T y⟫_ℂ) (x : E) :
    (rayleigh T x : ℂ) = ⟪x, T x⟫_ℂ / (‖x‖ : ℂ) ^ 2 := by
  have h : ((⟪x, T x⟫_ℂ).re : ℂ) = ⟪x, T x⟫_ℂ :=
    Complex.conj_eq_iff_re.mp (by rw [inner_conj_symm]; exact hT x x)
  unfold rayleigh
  rw [Complex.ofReal_div, Complex.ofReal_pow, h]
```

The proof turns "equal to its own conjugate" into "equal to its real part" and substitutes this in the definition. The convergence theorem itself does not need symmetry, but the reading of $R$ as an energy does.

## Every trial vector gives an upper bound

The Cauchy–Schwarz inequality and the definition of the operator norm give

$$|\operatorname{Re}\langle x,Tx\rangle|\le|\langle x,Tx\rangle|\le\|x\|\,\|Tx\|\le\|T\|\,\|x\|^2.$$

```lean
/-- The real part of `⟨x, T x⟩` is at most `‖T‖ ‖x‖²` in absolute value. -/
theorem abs_re_inner_le (T : E →L[ℂ] E) (x : E) :
    |(⟪x, T x⟫_ℂ).re| ≤ ‖T‖ * ‖x‖ ^ 2 := by
  calc |(⟪x, T x⟫_ℂ).re| ≤ ‖⟪x, T x⟫_ℂ‖ := Complex.abs_re_le_norm _
    _ ≤ ‖x‖ * ‖T x‖ := norm_inner_le_norm _ _
    _ ≤ ‖x‖ * (‖T‖ * ‖x‖) := mul_le_mul_of_nonneg_left (T.le_opNorm x) (norm_nonneg x)
    _ = ‖T‖ * ‖x‖ ^ 2 := by ring
```

The `calc` block is this chain, one inequality per line, followed by a rearrangement of the product by `ring`.

Dividing by $\|x\|^2$ gives $R(x)\ge-\|T\|$ for every $x\ne0$. The set of quotients is therefore bounded below, its infimum is a real number, and for every nonzero $x\in U$

$$\rho(U)\le R(x).$$

```lean
/-- Every nonzero trial vector gives an upper bound on the Ritz value of its trial space. -/
theorem ritzValue_le (T : E →L[ℂ] E) {U : Submodule ℂ E} {x : E} (hx : x ∈ U) (h0 : x ≠ 0) :
    ritzValue T U ≤ rayleigh T x := by
  -- the quotients are bounded below by `-‖T‖`, so the infimum is a genuine one
  refine csInf_le ⟨-‖T‖, ?_⟩ ⟨x, ⟨hx, h0⟩, rfl⟩
  rintro _ ⟨y, ⟨_, hy⟩, rfl⟩
  have hp : 0 < ‖y‖ ^ 2 := pow_pos (norm_pos_iff.mpr hy) 2
  unfold rayleigh
  rw [le_div_iff₀ hp]
  have := (abs_le.mp (abs_re_inner_le T y)).1
  linarith
```

`csInf_le` says that an infimum lies below each member of a set that is bounded below. The rest of the proof supplies the bound $-\|T\|$ from the preceding lemma.

## A larger trial space never has a higher Ritz value

Let $U\subseteq V$ with $U\neq\{0\}$. Each nonzero $y\in U$ also lies in $V$, so $\rho(V)\le R(y)$. Thus $\rho(V)$ is a lower bound for all quotients over $U$, and

$$\rho(V)\le\rho(U).$$

```lean
/-- Enlarging a nonzero trial space cannot raise the Ritz value. -/
theorem ritzValue_anti (T : E →L[ℂ] E) {U V : Submodule ℂ E} (hUV : U ≤ V) (hU : U ≠ ⊥) :
    ritzValue T V ≤ ritzValue T U := by
  obtain ⟨x, hx, h0⟩ := Submodule.exists_mem_ne_zero_of_ne_bot hU
  refine le_csInf ⟨_, x, ⟨hx, h0⟩, rfl⟩ ?_
  rintro _ ⟨y, ⟨hy, hy0⟩, rfl⟩
  exact ritzValue_le T (hUV hy) hy0
```

`le_csInf` performs the last step. It needs at least one quotient over $U$, and the nonzero vector obtained in the first line provides it.

## Nearby vectors have nearby energies

The numerator of $R$ is continuous, because

$$\langle y,Ty\rangle-\langle x,Tx\rangle=\langle y-x,Ty\rangle+\langle x,T(y-x)\rangle,$$

and the right-hand side is at most $\|T\|(\|x\|+\|y\|)\|y-x\|$ in absolute value. The denominator $\|x\|^2$ is continuous and differs from zero when $x\neq0$. Hence $R$ is continuous at every nonzero vector.

```lean
/-- The Rayleigh quotient is continuous at every nonzero vector. -/
theorem rayleigh_continuousAt (T : E →L[ℂ] E) {x : E} (hx : x ≠ 0) :
    ContinuousAt (rayleigh T) x := by
  have h1 : Continuous fun y : E => (⟪y, T y⟫_ℂ).re :=
    Complex.continuous_re.comp (continuous_inner.comp (continuous_id.prodMk T.continuous))
  have h2 : Continuous fun y : E => ‖y‖ ^ 2 := continuous_norm.pow 2
  exact h1.continuousAt.div h2.continuousAt (pow_ne_zero 2 (norm_ne_zero_iff.mpr hx))
```

Lean obtains continuity of the numerator by composing continuous maps instead of from this estimate. Boundedness of $T$ enters as `T.continuous`.

## Dense trial spaces reach the full infimum

Let $U_0\subseteq U_1\subseteq\cdots$ be nonzero subspaces whose union is dense in $E$. By the comparison of trial spaces, the numbers $\rho(U_n)$ decrease, possibly with repetitions, and none lies below $\rho(E)$. It remains to show that they eventually fall below any real number $b>\rho(E)$.

1. Since $b$ exceeds the infimum, there is a nonzero $x\in E$ with $R(x)<b$.
2. By continuity, every $y$ close enough to $x$ satisfies $R(y)<b$ and $y\neq0$.
3. By density, one such $y$ lies in some $U_n$.
4. For all $m\ge n$ we have $y\in U_m$, and therefore $\rho(E)\le\rho(U_m)\le R(y)<b$.

Since $b$ was arbitrary, $\rho(U_n)\to\rho(E)$.

```lean
/-- For an increasing sequence of nonzero trial spaces with dense union, the Ritz values
decrease and converge to the infimum of the Rayleigh quotient over all nonzero vectors. -/
theorem ritzValue_antitone_tendsto (T : E →L[ℂ] E) (U : ℕ → Submodule ℂ E)
    (hmono : Monotone U) (hne : ∀ n, U n ≠ ⊥) (hd : Dense (⋃ n, (U n : Set E))) :
    Antitone (fun n => ritzValue T (U n)) ∧
      Tendsto (fun n => ritzValue T (U n)) atTop (𝓝 (ritzValue T ⊤)) := by
  refine ⟨fun m n hmn => ritzValue_anti T (hmono hmn) (hne m), tendsto_order.2
    ⟨fun a ha => Eventually.of_forall fun n =>
      ha.trans_le (ritzValue_anti T le_top (hne n)), fun b hb => ?_⟩⟩
  -- a vector of the full space whose quotient lies below `b`
  obtain ⟨z, _, hz0⟩ := Submodule.exists_mem_ne_zero_of_ne_bot (hne 0)
  have hS : (rayleigh T '' {x | x ∈ (⊤ : Submodule ℂ E) ∧ x ≠ 0}).Nonempty :=
    ⟨_, z, ⟨Submodule.mem_top, hz0⟩, rfl⟩
  obtain ⟨_, ⟨x, ⟨_, hx0⟩, rfl⟩, hxb⟩ := exists_lt_of_csInf_lt hS hb
  -- by continuity and density, a vector of some trial space does as well
  have hev : ∀ᶠ y in 𝓝 x, rayleigh T y < b ∧ y ≠ 0 :=
    (Filter.Tendsto.eventually (rayleigh_continuousAt T hx0) (eventually_lt_nhds hxb)).and
      (eventually_ne_nhds hx0)
  obtain ⟨y, ⟨hyb, hy0⟩, hyU⟩ := mem_closure_iff_nhds.1 (hd x) _ hev
  obtain ⟨n, hn⟩ := Set.mem_iUnion.1 hyU
  filter_upwards [eventually_ge_atTop n] with m hm
  exact (ritzValue_le T (hmono hm hn) hy0).trans_lt hyb
```

The hypotheses `hmono`, `hne` and `hd` say that the spaces increase, are nonzero and have dense union. The conclusion has two parts: `Antitone` is the decrease, and `Tendsto … atTop` is the limit $n\to\infty$.

`tendsto_order.2` splits convergence into two tasks: staying above each $a<\rho(E)$, which monotonicity settles at once, and falling below each $b>\rho(E)$. For the second task, `exists_lt_of_csInf_lt` finds $x$, `hev` describes the neighbourhood, `mem_closure_iff_nhds` finds $y$, and the last two lines carry the bound to all $m\ge n$.

The theorem gives no rate of convergence. In the example of the odd basis, it is `hd` that fails: an even state cannot be approximated by odd functions.

## Truncating a list of basis functions

Now let $b_0,b_1,\dots$ again be basis functions, with $b_0\neq0$ and with finite linear combinations dense in $E$. The spaces $V_n$ increase, and each contains the nonzero vector $b_0$. Any finite linear combination has a highest index $n$ and so lies in $V_n$. The union of the $V_n$ therefore contains a dense set and is itself dense, which gives

$$\rho(V_n)\to\rho(E).$$

```lean
/-- If the span of a sequence of basis functions is dense and the first one is nonzero, the
Ritz values of the truncated bases converge to the infimum over all nonzero vectors. -/
theorem ritzValue_trialSpace_tendsto (T : E →L[ℂ] E) (b : ℕ → E) (hb : b 0 ≠ 0)
    (hd : Dense (Submodule.span ℂ (Set.range b) : Set E)) :
    Tendsto (fun n => ritzValue T (trialSpace b n)) atTop (𝓝 (ritzValue T ⊤)) := by
  have hmem : ∀ {k n : ℕ}, k ≤ n → b k ∈ trialSpace b n := fun {k _} h =>
    Submodule.subset_span ⟨k, h, rfl⟩
  have hmono : Monotone (trialSpace b) := by
    intro m n hmn
    refine Submodule.span_le.2 ?_
    rintro _ ⟨k, hk, rfl⟩
    exact hmem (le_trans hk hmn)
  refine (ritzValue_antitone_tendsto T (trialSpace b) hmono (fun n h => ?_) (hd.mono ?_)).2
  · have h0 : b 0 ∈ trialSpace b n := hmem (Nat.zero_le n)
    rw [h] at h0
    exact hb ((Submodule.mem_bot ℂ).1 h0)
  · -- each finite combination already lies in one of the truncated spaces
    intro x hx
    have hle : Submodule.span ℂ (Set.range b) ≤ ⨆ n, trialSpace b n := by
      refine Submodule.span_le.2 ?_
      rintro _ ⟨n, rfl⟩
      exact Submodule.mem_iSup_of_mem n (hmem le_rfl)
    exact Set.mem_iUnion.2
      ((Submodule.mem_iSup_of_directed _ hmono.directed_le).1 (hle hx))
```

The helper `hmem` states that $b_k\in V_n$ for $k\le n$, and the increase of the spaces follows from it. The final block shows that the span of all basis functions lies in the supremum of the $V_n$. For an increasing family this supremum is just the union, by `Submodule.mem_iSup_of_directed`.

## The energy error is quadratic in the vector error

Let $T$ be symmetric and $T\psi=e\psi$ with $e$ real. For a nonzero approximation $\varphi$ write $\delta=\varphi-\psi$. Since $(T-e)\psi=0$,

$$\langle\varphi,(T-e)\varphi\rangle=\langle\psi+\delta,(T-e)\delta\rangle=\langle(T-e)\psi,\delta\rangle+\langle\delta,(T-e)\delta\rangle.$$

The first term on the right vanishes, and with it everything linear in $\delta$. Taking real parts and dividing by $\|\varphi\|^2$ gives

$$R(\varphi)-e=\frac{\operatorname{Re}\langle\delta,T\delta\rangle-e\|\delta\|^2}{\|\varphi\|^2}.$$

```lean
/-- For symmetric `T` with `T ψ = e ψ`, the deviation of the Rayleigh quotient of `φ` from `e`
is a quadratic form in the error vector `φ - ψ`, divided by `‖φ‖²`. -/
theorem rayleigh_sub_eigenvalue (T : E →L[ℂ] E) (hT : ∀ x y, ⟪T x, y⟫_ℂ = ⟪x, T y⟫_ℂ)
    {φ ψ : E} {e : ℝ} (hψ : T ψ = (e : ℂ) • ψ) (hφ : φ ≠ 0) :
    rayleigh T φ - e =
      ((⟪φ - ψ, T (φ - ψ)⟫_ℂ).re - e * ‖φ - ψ‖ ^ 2) / ‖φ‖ ^ 2 := by
  have h1 : ⟪ψ, T φ⟫_ℂ = e * ⟪ψ, φ⟫_ℂ := by
    rw [← hT, hψ, inner_smul_left, Complex.conj_ofReal]
  -- the terms linear in the error cancel
  have key : ⟪φ - ψ, T (φ - ψ)⟫_ℂ - e * ⟪φ - ψ, φ - ψ⟫_ℂ
      = ⟪φ, T φ⟫_ℂ - e * ⟪φ, φ⟫_ℂ := by
    simp only [map_sub, inner_sub_left, inner_sub_right, hψ, inner_smul_right, h1]
    ring
  have hn : ∀ x : E, ⟪x, x⟫_ℂ = ((‖x‖ ^ 2 : ℝ) : ℂ) := fun x =>
    (inner_self_eq_norm_sq_to_K (𝕜 := ℂ) x).trans (Complex.ofReal_pow _ _).symm
  rw [hn (φ - ψ), hn φ] at key
  have hre := congrArg Complex.re key
  simp only [Complex.sub_re, ← Complex.ofReal_mul, Complex.ofReal_re] at hre
  have hp : ‖φ‖ ^ 2 ≠ 0 := pow_ne_zero 2 (norm_ne_zero_iff.mpr hφ)
  rw [hre, rayleigh, sub_div, mul_div_cancel_right₀ _ hp]
```

Symmetry enters through `h1`, which is $\langle\psi,T\varphi\rangle=e\langle\psi,\varphi\rangle$. The identity `key` is the cancellation: `simp` expands the inner products and `ring` collects the terms. The remaining lines take real parts and divide. The eigenvalue $e$ need not be the lowest one, and neither vector has to be normalised.

The numerator is at most $(\|T\|+|e|)\|\delta\|^2$, by the bound on expectation values and $-e\le|e|$. If $\varphi$ lies in the trial space $U$, then $\rho(U)\le R(\varphi)$, and so

$$\rho(U)\le e+(\|T\|+|e|)\frac{\|\varphi-\psi\|^2}{\|\varphi\|^2}.$$

For a unit vector $\varphi$ the last fraction is simply $\|\varphi-\psi\|^2$.

```lean
/-- For symmetric `T` with `T ψ = e ψ`, the Ritz value exceeds `e` by at most a constant times
the squared distance from `ψ` to any nonzero trial vector `φ`, relative to `‖φ‖²`. -/
theorem ritzValue_le_eigenvalue_add (T : E →L[ℂ] E)
    (hT : ∀ x y, ⟪T x, y⟫_ℂ = ⟪x, T y⟫_ℂ) {U : Submodule ℂ E} {φ ψ : E} {e : ℝ}
    (hψ : T ψ = (e : ℂ) • ψ) (hU : φ ∈ U) (hφ : φ ≠ 0) :
    ritzValue T U ≤ e + (‖T‖ + |e|) * ‖φ - ψ‖ ^ 2 / ‖φ‖ ^ 2 := by
  have h1 := ritzValue_le T hU hφ
  have h2 := rayleigh_sub_eigenvalue T hT hψ hφ
  have hnum : (⟪φ - ψ, T (φ - ψ)⟫_ℂ).re - e * ‖φ - ψ‖ ^ 2
      ≤ (‖T‖ + |e|) * ‖φ - ψ‖ ^ 2 := by
    nlinarith [(abs_le.mp (abs_re_inner_le T (φ - ψ))).2,
      mul_le_mul_of_nonneg_right (neg_abs_le e) (sq_nonneg ‖φ - ψ‖)]
  have h3 := div_le_div_of_nonneg_right hnum (sq_nonneg ‖φ‖)
  linarith

end

end RitzBasisEnlargement
```

```lean
#print axioms RitzBasisEnlargement.rayleigh_eq_expectation
#print axioms RitzBasisEnlargement.ritzValue_antitone_tendsto
#print axioms RitzBasisEnlargement.ritzValue_trialSpace_tendsto
#print axioms RitzBasisEnlargement.ritzValue_le_eigenvalue_add
```

```
'RitzBasisEnlargement.rayleigh_eq_expectation' depends on axioms: [propext, Classical.choice, Quot.sound]
'RitzBasisEnlargement.ritzValue_antitone_tendsto' depends on axioms: [propext, Classical.choice, Quot.sound]
'RitzBasisEnlargement.ritzValue_trialSpace_tendsto' depends on axioms: [propext, Classical.choice, Quot.sound]
'RitzBasisEnlargement.ritzValue_le_eigenvalue_add' depends on axioms: [propext, Classical.choice, Quot.sound]
```

In the code, `hnum` bounds the numerator, `h3` divides that bound by $\|\varphi\|^2$, and `linarith` combines it with the upper bound `h1` and the identity `h2`. When $e=\rho(E)$, the Ritz value also cannot lie below $e$, so its error is between zero and the quadratic term. A trial space that contains a vector within a small distance of a normalised ground state then has an energy error at most of the order of that distance squared.

## Two states, worked through

Take $E=\mathbb C^2$ and

$$T=\begin{pmatrix}2&-1\\-1&2\end{pmatrix}.$$

Its eigenvalues are $1$, with eigenvector $(1,1)$, and $3$, with eigenvector $(1,-1)$, so $\|T\|=3$ and $\rho(E)=1$.

Start with the single basis vector $b_0=(10,9)$. Then $Tb_0=(11,8)$, and since $R$ is constant on the nonzero vectors of a line,

$$\rho(V_0)=R(b_0)=\frac{110+72}{100+81}=\frac{182}{181}\approx1.0055.$$

To compare with the error formula, put $\varphi=b_0$, $\psi=(10,10)$ and $e=1$. Then $\delta=(0,-1)$, $\langle\delta,T\delta\rangle=2$ and $\|\delta\|^2=1$, so the formula gives

$$R(\varphi)-e=\frac{2-1}{181}=\frac1{181},$$

in agreement with the direct calculation. The general upper bound is $1+4/181\approx1.0221$, which is correct but, for this choice of $\psi$, four times too generous about the error. The unit vector $b_0/\sqrt{181}$ lies at a distance of about $0.053$ from the normalised ground state $(1,1)/\sqrt2$, while the energy error is only about $0.0055$.

Adding $b_1=(0,1)$ makes $V_1$ the whole space, and the Ritz value drops to $1$. With only multiples of $(1,-1)$ in the basis, it would stay at $3$ however many were added.
